# Reduction of the ultrasoft pencil εS − H to projector space: determinant and kernel

## Question

Take two orthonormal basis functions, labelled 0 and 1, a local Hamiltonian H_loc = diag(0, 1), and one projector b = (1, 1) with nonlocal strength D = −5/3 and augmentation charge q = 1. The generalised problem Hψ = εSψ with H = H_loc + D b bᴴ and S = 1 + q b bᴴ (ᴴ is the conjugate transpose) has a solution at ε = −1, below both local levels, and I can find it from the single scalar equation 1 − g(D − εq) = 0, where g = bᴴ(ε − H_loc)⁻¹b.

I expect this in general. With complex matrices, a matrix B of projector columns, H = H_loc + B D Bᴴ, S = 1 + B q Bᴴ, ε − H_loc invertible and g = Bᴴ(ε − H_loc)⁻¹B, I claim

    det(εS − H) = det(ε − H_loc) · det(1 − g(D − εq)),

and that ψ ↦ Bᴴψ is a bijection from ker(H − εS) onto ker(1 − g(D − εq)). How does one state and prove this in Lean 4 with Mathlib?

## Answer

### Modelling choices

The structure `Model n m` holds four complex matrices. The finite type `n` labels an orthonormal basis for the wavefunctions, which is why the overlap starts from the identity, and the finite type `m` labels the projectors. `Hloc` is the n×n local Hamiltonian, which stands for the kinetic energy plus the local potential. Column i of the n×m matrix `B` is the projector β_i, so component i of Bᴴψ is the amplitude ⟨β_i|ψ⟩. `D` and `q` are m×m. The derived objects, for a complex number ε, are

    A = ε − H_loc             (`locShift`)
    g = Bᴴ A⁻¹ B              (`green`)
    M = 1 − g(D − εq)         (`secular`)
    T = A⁻¹ B (D − εq)        (`response`)

The sign convention is ε − H_loc in the resolvent, which fixes the minus sign in M. Invertibility enters as the hypothesis `hA : (P.locShift ε).det ≠ 0`, assumed at the one energy ε under study.

Nothing is assumed Hermitian, S need not be positive definite or even invertible, and the projectors may be linearly dependent. The theorems therefore speak of solutions of a linear equation and say nothing about ε being real or ψ having a positive S-norm. H_loc, D and q are fixed matrices, so a self-consistent dependence on the density is not modelled.

### Derivation by hand

Write K = D − εq. Expanding the definitions,

    εS − H = ε + εB q Bᴴ − H_loc − B D Bᴴ = A − B K Bᴴ.

Since A A⁻¹ = 1, we have B K = A(A⁻¹ B K) = A T, so

    εS − H = A(1 − T Bᴴ).

By associativity g K = Bᴴ A⁻¹ B K = Bᴴ T, so

    M = 1 − Bᴴ T.

The n×n matrix 1 − T Bᴴ and the m×m matrix 1 − Bᴴ T have the same determinant. For X of size n×m and Y of size m×n, take the block matrix with rows (1, X) and (Y, 1). Subtracting Y times the first block row from the second leaves rows (1, X) and (0, 1 − YX), with determinant det(1 − YX). Subtracting instead X times the second block row from the first leaves rows (1 − XY, 0) and (Y, 1), with determinant det(1 − XY). Neither operation changes the determinant, so the two agree. With X = T and Y = Bᴴ,

    det(εS − H) = det A · det(1 − T Bᴴ) = det A · det M.

For the kernels, the factorisation gives

    (H − εS)ψ = −A(ψ − T Bᴴψ).

If Ax = 0 then x = A⁻¹Ax = 0, so

    (H − εS)ψ = 0  ⇔  ψ = T Bᴴψ,

a Lippmann–Schwinger equation without an incoming term. Likewise, for a vector c of projector amplitudes,

    Mc = 0  ⇔  c = Bᴴ T c.

Let ψ = T Bᴴψ and apply Bᴴ: then c = Bᴴψ satisfies c = Bᴴ T c, so c lies in ker M. Let c = Bᴴ T c and apply T: then ψ = Tc satisfies ψ = T Bᴴψ, so ψ lies in ker(H − εS). The two fixed-point equations themselves say that T(Bᴴψ) = ψ on the first kernel and Bᴴ(Tc) = c on the second. The maps are mutually inverse there, and each is a bijection. Because Bᴴ is linear, the kernels have equal dimension. A nonzero solution exists when det(εS − H) = 0 and only then, which for det A ≠ 0 means det M = 0.

In the two-point case at ε = −1 the numbers are

    A = diag(−1, −2),   g = −1 − 1/2 = −3/2,   K = −5/3 + 1 = −2/3,
    M = 1 − (−3/2)(−2/3) = 0,   T = (−1, −1/2) · (−2/3) = (2/3, 1/3).

The amplitude c = 3 gives ψ = Tc = (2, 1), and Bᴴψ = 2 + 1 = 3 returns c. Directly, H has rows (−5/3, −5/3) and (−5/3, −2/3), S has rows (2, 1) and (1, 2), and Hψ = (−5, −4) = −Sψ. Since ψᴴSψ = 14, the S-normalised state is (2, 1)/√14, with projector amplitude 3/√14. For general ε other than 0 and 1, g = 1/ε + 1/(ε − 1), and the right side of the determinant formula is

    ε(ε − 1) + (2ε − 1)(ε + 5/3) = 3ε² + (4/3)ε − 5/3 = 3(ε + 1)(ε − 5/9),

which agrees with expanding the 2×2 determinant of εS − H.

### The Lean file

```lean
import Mathlib

open Matrix

namespace UltrasoftGhost

noncomputable section

/-- Data of an ultrasoft pseudopotential on a finite basis: local Hamiltonian `Hloc`,
projector columns `B`, nonlocal coefficients `D` and augmentation charges `q`. -/
structure Model (n m : Type*) where
  Hloc : Matrix n n ℂ
  B : Matrix n m ℂ
  D : Matrix m m ℂ
  q : Matrix m m ℂ

namespace Model

variable {n m : Type*} [Fintype n] [DecidableEq n] [Fintype m] [DecidableEq m]

/-- The Hamiltonian `H = H_loc + B D Bᴴ`. -/
def H (P : Model n m) : Matrix n n ℂ := P.Hloc + P.B * P.D * P.Bᴴ

/-- The overlap operator `S = 1 + B q Bᴴ`. -/
def S (P : Model n m) : Matrix n n ℂ := 1 + P.B * P.q * P.Bᴴ

/-- The shifted local operator `ε - H_loc`. -/
def locShift (P : Model n m) (ε : ℂ) : Matrix n n ℂ := ε • (1 : Matrix n n ℂ) - P.Hloc

/-- The local Green function in projector space, `g = Bᴴ (ε - H_loc)⁻¹ B`. -/
def green (P : Model n m) (ε : ℂ) : Matrix m m ℂ := P.Bᴴ * (P.locShift ε)⁻¹ * P.B

/-- The projector-space secular matrix `1 - g (D - ε q)`. -/
def secular (P : Model n m) (ε : ℂ) : Matrix m m ℂ := 1 - P.green ε * (P.D - ε • P.q)

/-- The response matrix `T = (ε - H_loc)⁻¹ B (D - ε q)`, taking projector amplitudes to
wavefunctions. -/
def response (P : Model n m) (ε : ℂ) : Matrix n m ℂ :=
  (P.locShift ε)⁻¹ * P.B * (P.D - ε • P.q)

omit [Fintype n] [DecidableEq m] in
/-- The pencil splits as `ε S - H = (ε - H_loc) - B (D - ε q) Bᴴ`. -/
theorem pencil_eq (P : Model n m) (ε : ℂ) :
    ε • P.S - P.H = P.locShift ε - P.B * (P.D - ε • P.q) * P.Bᴴ := by
  simp only [S, H, locShift, smul_add, Matrix.mul_sub, Matrix.sub_mul, Matrix.mul_smul,
    Matrix.smul_mul]
  abel

/-- For invertible `ε - H_loc` the pencil factorises as `ε S - H = (ε - H_loc)(1 - T Bᴴ)`. -/
theorem pencil_factor (P : Model n m) (ε : ℂ) (hA : (P.locShift ε).det ≠ 0) :
    ε • P.S - P.H = P.locShift ε * (1 - P.response ε * P.Bᴴ) := by
  rw [pencil_eq, Matrix.mul_sub (P.locShift ε), Matrix.mul_one]
  simp only [response, Matrix.mul_assoc]
  rw [Matrix.mul_nonsing_inv_cancel_left _ _ (isUnit_iff_ne_zero.2 hA)]

/-- The secular matrix equals `1 - Bᴴ T`. -/
theorem secular_eq (P : Model n m) (ε : ℂ) :
    P.secular ε = 1 - P.Bᴴ * P.response ε := by
  simp only [secular, green, response, Matrix.mul_assoc]

/-- For invertible `ε - H_loc`,
`det (ε S - H) = det (ε - H_loc) · det (1 - g (D - ε q))`. -/
theorem det_pencil (P : Model n m) (ε : ℂ) (hA : (P.locShift ε).det ≠ 0) :
    (ε • P.S - P.H).det = (P.locShift ε).det * (P.secular ε).det := by
  -- det (1 - T Bᴴ) = det (1 - Bᴴ T) moves the problem to projector space
  rw [pencil_factor P ε hA, Matrix.det_mul, Matrix.det_one_sub_mul_comm, secular_eq]

/-- Lippmann-Schwinger form: for invertible `ε - H_loc`, `(H - ε S) ψ = 0` holds exactly
when `ψ = T Bᴴ ψ`. -/
theorem lippmann_schwinger (P : Model n m) (ε : ℂ) (hA : (P.locShift ε).det ≠ 0)
    (ψ : n → ℂ) :
    (P.H - ε • P.S) *ᵥ ψ = 0 ↔ ψ = P.response ε *ᵥ (P.Bᴴ *ᵥ ψ) := by
  have h1 : (P.H - ε • P.S) *ᵥ ψ
      = -(P.locShift ε *ᵥ (ψ - P.response ε *ᵥ (P.Bᴴ *ᵥ ψ))) := by
    rw [← neg_sub (ε • P.S) P.H, Matrix.neg_mulVec, pencil_factor P ε hA,
      ← Matrix.mulVec_mulVec, Matrix.sub_mulVec, Matrix.one_mulVec, ← Matrix.mulVec_mulVec]
  -- the invertible local factor has trivial kernel
  have h2 : ∀ x : n → ℂ, P.locShift ε *ᵥ x = 0 ↔ x = 0 := by
    intro x
    constructor
    · intro hx
      have hx' : (P.locShift ε)⁻¹ *ᵥ (P.locShift ε *ᵥ x) = x := by
        rw [Matrix.mulVec_mulVec, Matrix.nonsing_inv_mul _ (isUnit_iff_ne_zero.2 hA),
          Matrix.one_mulVec]
      rw [← hx', hx, Matrix.mulVec_zero]
    · intro hx
      rw [hx, Matrix.mulVec_zero]
  rw [h1, neg_eq_zero, h2, sub_eq_zero]

/-- For invertible `ε - H_loc`, the projection `ψ ↦ Bᴴ ψ` is a bijection from `ker (H - ε S)`
onto `ker (1 - g (D - ε q))`, and `c ↦ T c` is its inverse on these kernels. -/
theorem kernel_bijection (P : Model n m) (ε : ℂ) (hA : (P.locShift ε).det ≠ 0) :
    Set.BijOn (fun ψ => P.Bᴴ *ᵥ ψ) {ψ | (P.H - ε • P.S) *ᵥ ψ = 0}
        {c | P.secular ε *ᵥ c = 0} ∧
      Set.InvOn (fun c => P.response ε *ᵥ c) (fun ψ => P.Bᴴ *ᵥ ψ)
        {ψ | (P.H - ε • P.S) *ᵥ ψ = 0} {c | P.secular ε *ᵥ c = 0} := by
  have hL := lippmann_schwinger P ε hA
  -- fixed-point form of the secular equation
  have hs : ∀ c : m → ℂ, P.secular ε *ᵥ c = 0 ↔ c = P.Bᴴ *ᵥ (P.response ε *ᵥ c) := by
    intro c
    rw [secular_eq, Matrix.sub_mulVec, Matrix.one_mulVec, ← Matrix.mulVec_mulVec, sub_eq_zero]
  have hinv : Set.InvOn (fun c => P.response ε *ᵥ c) (fun ψ => P.Bᴴ *ᵥ ψ)
      {ψ | (P.H - ε • P.S) *ᵥ ψ = 0} {c | P.secular ε *ᵥ c = 0} :=
    ⟨fun ψ hψ => ((hL ψ).1 hψ).symm, fun c hc => ((hs c).1 hc).symm⟩
  refine ⟨hinv.bijOn ?_ ?_, hinv⟩
  · intro ψ hψ
    exact (hs (P.Bᴴ *ᵥ ψ)).2 (congrArg (fun x => P.Bᴴ *ᵥ x) ((hL ψ).1 hψ))
  · intro c hc
    exact (hL (P.response ε *ᵥ c)).2 (congrArg (fun x => P.response ε *ᵥ x) ((hs c).1 hc))

/-- For invertible `ε - H_loc`, the kernels of `H - ε S` and of `1 - g (D - ε q)` have the
same dimension. -/
theorem kernel_finrank (P : Model n m) (ε : ℂ) (hA : (P.locShift ε).det ≠ 0) :
    Module.finrank ℂ (LinearMap.ker (P.H - ε • P.S).mulVecLin)
      = Module.finrank ℂ (LinearMap.ker (P.secular ε).mulVecLin) := by
  have hb := (kernel_bijection P ε hA).1
  have k1 : ∀ ψ, ψ ∈ LinearMap.ker (P.H - ε • P.S).mulVecLin ↔ (P.H - ε • P.S) *ᵥ ψ = 0 :=
    fun ψ => by rw [LinearMap.mem_ker, Matrix.mulVecLin_apply]
  have k2 : ∀ c, c ∈ LinearMap.ker (P.secular ε).mulVecLin ↔ P.secular ε *ᵥ c = 0 :=
    fun c => by rw [LinearMap.mem_ker, Matrix.mulVecLin_apply]
  let f : LinearMap.ker (P.H - ε • P.S).mulVecLin →ₗ[ℂ]
      LinearMap.ker (P.secular ε).mulVecLin :=
    (P.Bᴴ.mulVecLin).restrict (fun ψ hψ => (k2 _).2 (hb.mapsTo ((k1 ψ).1 hψ)))
  refine (LinearEquiv.ofBijective f ⟨?_, ?_⟩).finrank_eq
  · intro x y hxy
    exact Subtype.ext (hb.injOn ((k1 _).1 x.2) ((k1 _).1 y.2) (congrArg Subtype.val hxy))
  · intro c
    obtain ⟨ψ, hψ, e⟩ := hb.surjOn ((k2 _).1 c.2)
    exact ⟨⟨ψ, (k1 ψ).2 hψ⟩, Subtype.ext e⟩

/-- For invertible `ε - H_loc`, the problem `H ψ = ε S ψ` has a nonzero solution exactly when
`det (1 - g (D - ε q)) = 0`. -/
theorem solution_iff_secular (P : Model n m) (ε : ℂ) (hA : (P.locShift ε).det ≠ 0) :
    (∃ ψ, ψ ≠ 0 ∧ P.H *ᵥ ψ = ε • (P.S *ᵥ ψ)) ↔ (P.secular ε).det = 0 := by
  have h : ∀ ψ : n → ℂ, P.H *ᵥ ψ = ε • (P.S *ᵥ ψ) ↔ (ε • P.S - P.H) *ᵥ ψ = 0 := by
    intro ψ
    rw [Matrix.sub_mulVec, Matrix.smul_mulVec, sub_eq_zero]
    exact eq_comm
  simp only [h]
  rw [Matrix.exists_mulVec_eq_zero_iff, det_pencil P ε hA, mul_eq_zero]
  simp [hA]

omit [DecidableEq m] in
/-- A vector with vanishing projections `Bᴴ ψ = 0` solves `H ψ = ε S ψ` exactly when it
solves the local problem `H_loc ψ = ε ψ`. -/
theorem decoupled_state (P : Model n m) (ε : ℂ) (ψ : n → ℂ) (h : P.Bᴴ *ᵥ ψ = 0) :
    P.H *ᵥ ψ = ε • (P.S *ᵥ ψ) ↔ P.Hloc *ᵥ ψ = ε • ψ := by
  simp only [H, S, Matrix.add_mulVec, ← Matrix.mulVec_mulVec, h, Matrix.mulVec_zero,
    add_zero, Matrix.one_mulVec]

end Model

/-- A two-point model with `H_loc = diag (0, 1)`, one projector `(1, 1)`, `D = -5/3`, `q = 1`. -/
def toy : Model (Fin 2) (Fin 1) where
  Hloc := !![0, 0; 0, 1]
  B := !![1; 1]
  D := !![-5 / 3]
  q := !![1]

/-- In the two-point model at `ε = -1`, the operator `ε - H_loc` is invertible, `ψ = (2, 1)`
solves `H ψ = ε S ψ`, and the secular determinant vanishes. -/
theorem toy_witness :
    (toy.locShift (-1)).det ≠ 0 ∧
      toy.H *ᵥ ![2, 1] = (-1 : ℂ) • (toy.S *ᵥ ![2, 1]) ∧ (toy.secular (-1)).det = 0 := by
  have hL : toy.locShift (-1) = !![-1, 0; 0, -2] := by
    ext i j
    fin_cases i <;> fin_cases j <;> simp [toy, Model.locShift]
    all_goals norm_num
  have hH : toy.H = !![-5 / 3, -5 / 3; -5 / 3, -2 / 3] := by
    ext i j
    fin_cases i <;> fin_cases j <;>
      simp [toy, Model.H, Matrix.vecMul, dotProduct]
    all_goals norm_num
  have hS : toy.S = !![2, 1; 1, 2] := by
    ext i j
    fin_cases i <;> fin_cases j <;>
      simp [toy, Model.S, Matrix.vecMul, dotProduct] <;> norm_num
  have hA : (toy.locShift (-1)).det ≠ 0 := by
    rw [hL, Matrix.det_fin_two_of]
    norm_num
  have hψ : toy.H *ᵥ ![2, 1] = (-1 : ℂ) • (toy.S *ᵥ ![2, 1]) := by
    rw [hH, hS]
    ext i
    fin_cases i <;> simp [Matrix.mulVec, dotProduct, Fin.sum_univ_succ] <;> norm_num
  refine ⟨hA, hψ, (toy.solution_iff_secular (-1) hA).1 ⟨![2, 1], ?_, hψ⟩⟩
  intro h
  have h0 := congrFun h 1
  simp at h0

end

end UltrasoftGhost
```

```lean
#print axioms UltrasoftGhost.Model.kernel_bijection
#print axioms UltrasoftGhost.Model.kernel_finrank
#print axioms UltrasoftGhost.Model.decoupled_state
```

```
'UltrasoftGhost.Model.kernel_bijection' depends on axioms: [propext, Classical.choice, Quot.sound]
'UltrasoftGhost.Model.kernel_finrank' depends on axioms: [propext, Classical.choice, Quot.sound]
'UltrasoftGhost.Model.decoupled_state' depends on axioms: [propext, Classical.choice, Quot.sound]
```

### Remarks

**The statements in words.** `det_pencil` is the determinant formula for every model and every ε with det A ≠ 0. The next three theorems assume det A ≠ 0 as well. `kernel_bijection` writes the kernels as the sets `{ψ | (P.H - ε • P.S) *ᵥ ψ = 0}` and `{c | P.secular ε *ᵥ c = 0}`, where `*ᵥ` is the matrix–vector product. Its `Set.BijOn` part says that ψ ↦ Bᴴψ sends the first set into the second, injectively and onto. Its `Set.InvOn` part says that T(Bᴴψ) = ψ on the first set and Bᴴ(Tc) = c on the second. `kernel_finrank` equates the dimensions, that is, the number of independent solutions at the given ε; the order of a zero of the determinant as a function of ε is not addressed. `solution_iff_secular` says that Hψ = εSψ has a nonzero solution exactly when det M = 0. `toy_witness` records, for the two-point model at ε = −1, that det A ≠ 0, that the unnormalised vector `![2, 1]` solves the problem, and that det M = 0. The normalisation and the second root 5/9 were computed above on paper only.

**How the proof follows the derivation.** `pencil_eq` is the expansion εS − H = A − B K Bᴴ: `simp only` distributes the products and `abel` collects terms. `pencil_factor` expands A(1 − T Bᴴ) and cancels A A⁻¹ by `Matrix.mul_nonsing_inv_cancel_left`, which uses `hA`. `secular_eq` is the reassociation g K = Bᴴ T. `det_pencil` chains these with `Matrix.det_mul` and with `Matrix.det_one_sub_mul_comm`, which supplies the block-matrix identity from Mathlib. In `lippmann_schwinger`, `h1` is the equation (H − εS)ψ = −A(ψ − T Bᴴψ) and `h2` is the statement that Ax = 0 only for x = 0. In `kernel_bijection`, `hs` is the fixed-point form of Mc = 0, `hinv` reads the two fixed-point equations from right to left as the inverse relations, and the two `congrArg` steps apply Bᴴ and T to them, as done by hand; `hinv.bijOn` then yields the bijection. `kernel_finrank` restricts the linear map Bᴴ to the kernels, turns it into a linear equivalence by `LinearEquiv.ofBijective`, and takes `finrank_eq`. `solution_iff_secular` uses `Matrix.exists_mulVec_eq_zero_iff` to pass from a nonzero kernel vector to a vanishing determinant and then discards the factor det A. `toy_witness` computes A, H and S entry by entry, checks the solution, and obtains det M = 0 from `solution_iff_secular`, with component 1 of ψ showing that ψ ≠ 0.

**What invertibility excludes.** `decoupled_state` has no hypothesis on A. For Bᴴψ = 0 the nonlocal and augmentation terms vanish on ψ, and Hψ = εSψ becomes H_loc ψ = εψ. A nonzero state of this kind has the same projector amplitudes as the zero vector, so projector space does not detect it, and it requires ε to be an eigenvalue of H_loc. Solutions with Bᴴψ ≠ 0 can also occur at such an ε, and the theorems that assume `hA` do not cover them either.

**An easy mistake.** The definition `green` compiles for every ε, which tempts one to state `det_pencil` without `hA`. Mathlib sets the inverse of a singular matrix to zero, so at an eigenvalue of H_loc one gets g = 0 and M = 1, and the right side is det A = 0. In the two-point model at ε = 0 the left side is det(−H) = 10/9 − 25/9 = −5/3, so the statement without `hA` is false.

**Bearing on ghost states.** For a one-particle ultrasoft Hamiltonian with fixed coefficients in a finite basis, all generalised eigenvalues away from the spectrum of H_loc are the zeros of the m×m determinant det M, so a level that the projector terms place off that spectrum, such as the one at ε = −1 above, shows up there. Whether a level is a ghost depends on comparison with the all-electron spectrum, and neither that comparison nor any counting of levels below a given energy is part of these theorems.
